# With two or more angles, a sine-weighted midpoint grid shifts the axial powder centre towards the parallel edge

Divide $[0,\pi]$ into $N\ge 1$ equal intervals, take their midpoints $\theta_j$ as polar angles, and weight each angle by $\sin\theta_j$. With $P_2(x)=(3x^2-1)/2$ and $s=\sin\frac{\pi}{2N}$, the normalised weighted mean of $P_2(\cos\theta)$ is

$$b_N=\frac{s^2}{2(3-4s^2)} .$$

The exact average over the sphere is zero, so $b_N$ is purely an error of the grid. For $N\ge 2$ it is positive and at most $1/4$, and $N^2b_N\to\pi^2/24$. With two or more angles, the computed centre of a first-order axial powder pattern with nonzero anisotropy is therefore displaced towards the parallel edge, by an amount of order $1/N^2$. Here the centre is the mean line position, with equal intensity from every crystallite.

## Line positions in an axial powder

Consider a crystallite whose symmetry axis makes the angle $\theta$ with the magnetic field. To first order, an axially symmetric interaction puts its line at

$$\nu(\theta)=\nu+\delta\,P_2(\cos\theta),$$

where $\nu$ is the isotropic position and $\delta$ the anisotropy, of either sign. The parallel edge, at $\theta=0$, lies at $\nu+\delta$. The perpendicular edge, at $\theta=\pi/2$, lies at $\nu-\delta/2$.

Every crystallite is taken to contribute the same intensity, whatever its orientation. The powder centre here means the average line position, that is, the first moment of the pattern, and not its highest point. For an isotropic powder it is

$$\frac12\int_0^\pi \nu(\theta)\sin\theta\,d\theta
=\frac12\Big[\tfrac{\delta}{2}(\cos\theta-\cos^3\theta)-\nu\cos\theta\Big]_0^\pi=\nu .$$

In a simulation of a first-order axial pattern on this grid of polar angles, the first moment comes out at $\nu+\delta b_N$ instead. The closed form tells how large $N$ must be for a given tolerance: at $N=100$ the shift is about $4.1\times10^{-5}\,\delta$.

## Summing the odd harmonics

Number the angles from zero: $\theta_j=(j+\tfrac12)\pi/N$ for $j=0,\dots,N-1$. For any spacing $x$ and any number $n$ of terms,

$$2\sin\tfrac x2\,\sin\big((j+\tfrac12)x\big)=\cos(jx)-\cos((j+1)x),$$

and summation over $j=0,\dots,n-1$ telescopes to

$$2\sin\tfrac x2\sum_{j=0}^{n-1}\sin\big((j+\tfrac12)x\big)=1-\cos(nx).$$

Set $n=N$ and $x=k\pi/N$ with $k$ odd. The right side becomes $1-\cos k\pi=2$, so

$$\sin\frac{k\pi}{2N}\sum_{j=0}^{N-1}\sin(k\theta_j)=1 .$$

Write $A=\sum_j\sin\theta_j$ and $B=\sum_j\sin3\theta_j$. The cases $k=1$ and $k=3$, with $\sin3x=3\sin x-4\sin^3x$, give

$$sA=1,\qquad s(3-4s^2)B=1 .$$

Neither $s$ nor $3-4s^2$ can vanish, since each is a factor of a product equal to 1. Hence $B/A=1/(3-4s^2)$.

## The mean, its sign and its order

The weighted polynomial contains only these two harmonics:

$$\sin\theta\,P_2(\cos\theta)=\sin\theta-\tfrac32\sin^3\theta=\tfrac18\,(3\sin3\theta-\sin\theta).$$

Therefore

$$b_N=\frac{3B-A}{8A}=\frac18\left(\frac{3}{3-4s^2}-1\right)=\frac{s^2}{2(3-4s^2)} .$$

If $N\ge2$, then $0<\pi/(2N)\le\pi/4$, so $0<s^2\le\tfrac12$ and $3-4s^2\ge1$. This gives $0<b_N\le s^2/2\le\tfrac14$. As $N$ grows, $Ns\to\pi/2$ and $s\to0$, so $N^2b_N\to(\pi^2/4)/6=\pi^2/24$.

The weights are normalised, so the computed centre is $\nu+\delta b_N$. Its distance from the parallel edge is $|\delta|(1-b_N)$, which for $\delta\neq0$ and $N\ge2$ is smaller than $|\delta|$, the distance of the exact centre from that edge.

## Three angles worked out

For $N=3$ the angles are $30^\circ$, $90^\circ$ and $150^\circ$, with weights $\tfrac12,1,\tfrac12$. The values of $P_2(\cos\theta)$ are $\tfrac58,-\tfrac12,\tfrac58$. The weighted sum is $\tfrac5{16}-\tfrac12+\tfrac5{16}=\tfrac18$ and the total weight is 2, so the mean is $\tfrac1{16}$. The formula agrees: $s=\tfrac12$ gives $\tfrac14/(2\cdot2)=\tfrac1{16}$.

For $N=1$ the only angle is $90^\circ$ and the mean is $-\tfrac12$. The closed form still holds, but the shift now goes to the perpendicular edge. For $N=2$ the mean is exactly $\tfrac14$, so the upper bound is attained.

## The statements in Lean

`gridAngle N j` is $\theta_j$, and `range N` runs over $j=0,\dots,N-1$. `legendreP2` is $P_2$. `gridMean N f` is the normalised weighted mean of any real function `f` of the polar angle, and `axialFreq ν δ θ` is the line position. `N` and `j` are natural numbers, angles and line positions are real, and $\nu$ and $\delta$ may be read in any common unit.

The main theorems say the following:

- `exact_centre`: half the integral of the line position times $\sin\theta$ over $[0,\pi]$ equals $\nu$.
- `gridMean_P2`: the closed form holds for every grid with at least one angle, which is the hypothesis `N ≠ 0`.
- `bias_pos`: for `2 ≤ N` the mean is positive and at most $1/4$.
- `bias_order`: $N^2$ times the mean tends to $\pi^2/24$.
- `centre_towards_parallel_edge`: for `2 ≤ N` and `δ ≠ 0`, the computed centre is strictly closer to `axialFreq ν δ 0` than $\nu$ is. The absolute values make this one statement for both signs of $\delta$.

The first-order axial line position is a definition, not derived from a spin Hamiltonian. The model has no asymmetry parameter, azimuthal angle or second-order shift, and the theorems concern the first moment on this particular grid, not the whole line shape.

The numbering of the angles needs care. If they are counted from 1, the midpoints are $(j-\tfrac12)\pi/N$. Combining that expression with `range N`, which starts at 0, would introduce the angle $-\pi/(2N)$ with a negative weight and lose the last midpoint. For $N=2$ the two weights would then cancel, leaving no mean to speak of.

```lean
import Mathlib

open Real Filter Topology Finset

namespace PowderThetaGrid

noncomputable section

/-- The polar angle at the midpoint of the `j`-th of `N` equal intervals of `[0, π]`,
counted from `j = 0`; the domain is `N ≥ 1`. -/
def gridAngle (N j : ℕ) : ℝ := ((j : ℝ) + 1 / 2) * (π / N)

/-- The second Legendre polynomial. -/
def legendreP2 (x : ℝ) : ℝ := (3 * x ^ 2 - 1) / 2

/-- The powder average of `f` computed on the grid with weights proportional to `sin θ`;
the domain is `N ≥ 1`. -/
def gridMean (N : ℕ) (f : ℝ → ℝ) : ℝ :=
  (∑ j ∈ range N, sin (gridAngle N j) * f (gridAngle N j)) /
    ∑ j ∈ range N, sin (gridAngle N j)

/-- The line position of a crystallite whose symmetry axis makes the angle `θ` with the field,
for isotropic position `ν` and axial anisotropy `δ`. -/
def axialFreq (ν δ θ : ℝ) : ℝ := ν + δ * legendreP2 (cos θ)

/-- The exact powder centre, averaged over the sphere, is the isotropic position. -/
theorem exact_centre (ν δ : ℝ) :
    (∫ θ in (0 : ℝ)..π, axialFreq ν δ θ * sin θ) / 2 = ν := by
  have hd : ∀ θ ∈ Set.uIcc (0 : ℝ) π,
      HasDerivAt (fun x => δ / 2 * (cos x - cos x * cos x * cos x) - ν * cos x)
        (axialFreq ν δ θ * sin θ) θ := by
    intro θ _
    have hc := Real.hasDerivAt_cos θ
    exact (((hc.fun_sub ((hc.fun_mul hc).fun_mul hc)).const_mul (δ / 2)).fun_sub
      (hc.const_mul ν)).congr_deriv (by unfold axialFreq legendreP2; ring)
  have hcont : Continuous (fun θ => axialFreq ν δ θ * sin θ) := by
    unfold axialFreq legendreP2
    fun_prop
  rw [intervalIntegral.integral_eq_sub_of_hasDerivAt hd (hcont.intervalIntegrable _ _)]
  simp only [Real.cos_pi, Real.cos_zero]
  ring

/-- The sum of `sin ((j + 1/2) x)` over `j = 0, …, n - 1`, multiplied by `2 sin (x/2)`, equals
`1 - cos (n x)`. -/
theorem midpoint_sine_sum (n : ℕ) (x : ℝ) :
    2 * sin (x / 2) * ∑ j ∈ range n, sin (((j : ℝ) + 1 / 2) * x) = 1 - cos (n * x) := by
  induction n with
  | zero => simp
  | succ k ih =>
    have h1 : cos ((k : ℝ) * x) = cos (((k : ℝ) + 1 / 2) * x - x / 2) := by
      congr 1; ring
    have h2 : cos (((k + 1 : ℕ) : ℝ) * x) = cos (((k : ℝ) + 1 / 2) * x + x / 2) := by
      congr 1; push_cast; ring
    rw [sum_range_succ, mul_add, ih, h1, h2, Real.cos_sub, Real.cos_add]
    ring

/-- On a grid with at least one angle, the sum of an odd harmonic `sin (kθ)`, `k = 2m + 1`,
is the reciprocal of `sin (kπ/(2N))`. -/
theorem odd_harmonic_sum {N : ℕ} (hN : N ≠ 0) (m : ℕ) :
    sin ((2 * (m : ℝ) + 1) * (π / (2 * N))) *
      ∑ j ∈ range N, sin ((2 * (m : ℝ) + 1) * gridAngle N j) = 1 := by
  have hN' : (N : ℝ) ≠ 0 := Nat.cast_ne_zero.2 hN
  have h := midpoint_sine_sum N ((2 * (m : ℝ) + 1) * (π / N))
  have e0 : (N : ℝ) * (π / N) = π := by field_simp
  have e1 : (N : ℝ) * ((2 * (m : ℝ) + 1) * (π / N)) = m * (2 * π) + π := by
    linear_combination (2 * (m : ℝ) + 1) * e0
  have e2 : (2 * (m : ℝ) + 1) * (π / N) / 2 = (2 * (m : ℝ) + 1) * (π / (2 * N)) := by ring
  have e3 : ∀ j : ℕ, ((j : ℝ) + 1 / 2) * ((2 * (m : ℝ) + 1) * (π / N)) =
      (2 * (m : ℝ) + 1) * gridAngle N j := by
    intro j; unfold gridAngle; ring
  rw [e1, e2, Real.cos_nat_mul_two_pi_add_pi] at h
  simp only [e3] at h
  linarith

/-- On a grid with at least one angle, the total weight is the reciprocal of `sin (π/(2N))`. -/
theorem weight_sum {N : ℕ} (hN : N ≠ 0) :
    sin (π / (2 * N)) * ∑ j ∈ range N, sin (gridAngle N j) = 1 := by
  have h := odd_harmonic_sum hN 0
  have e : 2 * ((0 : ℕ) : ℝ) + 1 = 1 := by norm_num
  rw [e] at h
  simpa only [one_mul] using h

/-- On a grid with at least one angle, the weighted mean of `P2 (cos θ)` is
`s² / (2 (3 - 4 s²))` with `s = sin (π/(2N))`. -/
theorem gridMean_P2 {N : ℕ} (hN : N ≠ 0) :
    gridMean N (fun θ => legendreP2 (cos θ)) =
      sin (π / (2 * N)) ^ 2 / (2 * (3 - 4 * sin (π / (2 * N)) ^ 2)) := by
  have h1 := weight_sum hN
  have h3 := odd_harmonic_sum hN 1
  have e : 2 * ((1 : ℕ) : ℝ) + 1 = 3 := by norm_num
  rw [e, Real.sin_three_mul (π / (2 * N))] at h3
  -- the weighted P2 contains only the first and third harmonics
  have num : ∑ j ∈ range N, sin (gridAngle N j) * legendreP2 (cos (gridAngle N j)) =
      3 / 8 * ∑ j ∈ range N, sin (3 * gridAngle N j) -
        1 / 8 * ∑ j ∈ range N, sin (gridAngle N j) := by
    rw [mul_sum, mul_sum, ← sum_sub_distrib]
    refine sum_congr rfl fun j _ => ?_
    rw [Real.sin_three_mul]
    unfold legendreP2
    linear_combination (3 / 2) * sin (gridAngle N j) * Real.sin_sq_add_cos_sq (gridAngle N j)
  simp only [gridMean]
  rw [num]
  generalize (∑ j ∈ range N, sin (gridAngle N j)) = A at *
  generalize (∑ j ∈ range N, sin (3 * gridAngle N j)) = B at *
  generalize sin (π / (2 * (N : ℝ))) = s at *
  have hs : s ≠ 0 := by rintro rfl; simp at h1
  have hA : A ≠ 0 := by rintro rfl; simp at h1
  have hD : 3 - 4 * s ^ 2 ≠ 0 := by
    intro h
    have : (0 : ℝ) = 1 := by linear_combination h3 - s * B * h
    exact zero_ne_one this
  -- the two harmonic sums differ by the factor 3 - 4 s²
  have hB : (3 - 4 * s ^ 2) * B = A :=
    mul_left_cancel₀ hs (by linear_combination h3 - h1)
  rw [div_eq_div_iff hA (mul_ne_zero two_ne_zero hD)]
  linear_combination (3 / 4) * hB

/-- With two or more grid angles the mean of `P2 (cos θ)` is positive and at most `1/4`. -/
theorem bias_pos {N : ℕ} (hN : 2 ≤ N) :
    0 < gridMean N (fun θ => legendreP2 (cos θ)) ∧
      gridMean N (fun θ => legendreP2 (cos θ)) ≤ 1 / 4 := by
  have h2 : (2 : ℝ) ≤ N := by exact_mod_cast hN
  have hNpos : (0 : ℝ) < N := by linarith
  have hx0 : 0 < π / (2 * (N : ℝ)) := by positivity
  have hx : π / (2 * (N : ℝ)) ≤ π / 4 := by
    rw [div_le_div_iff₀ (by positivity) (by norm_num)]
    nlinarith [mul_le_mul_of_nonneg_left h2 pi_pos.le]
  rw [gridMean_P2 (by omega)]
  generalize π / (2 * (N : ℝ)) = x at *
  have hs : 0 < sin x := Real.sin_pos_of_pos_of_lt_pi hx0 (by linarith [pi_pos])
  -- the half-step is at most π/4, hence s² ≤ 1/2
  have hc : 0 ≤ cos (2 * x) :=
    Real.cos_nonneg_of_mem_Icc ⟨by linarith [pi_pos], by linarith⟩
  rw [Real.cos_two_mul] at hc
  have hsq := Real.sin_sq_add_cos_sq x
  have hD : 0 < 2 * (3 - 4 * sin x ^ 2) := by linarith
  refine ⟨div_pos (pow_pos hs 2) hD, ?_⟩
  rw [div_le_iff₀ hD]
  linarith

/-- The mean of `P2 (cos θ)` on the grid, multiplied by `N²`, tends to `π²/24`. -/
theorem bias_order : Tendsto
    (fun N : ℕ => (N : ℝ) ^ 2 * gridMean N (fun θ => legendreP2 (cos θ)))
    atTop (𝓝 (π ^ 2 / 24)) := by
  have hx : Tendsto (fun N : ℕ => π / (2 * (N : ℝ))) atTop (𝓝 0) :=
    (tendsto_const_div_atTop_nhds_zero_nat (π / 2)).congr (fun N => by ring)
  have hF : ContinuousAt
      (fun x : ℝ => (π / 2 * Real.sinc x) ^ 2 / (2 * (3 - 4 * sin x ^ 2))) 0 :=
    ((continuous_const.mul Real.continuous_sinc).pow 2).continuousAt.div
      (by fun_prop) (by simp)
  have e : (π / 2 * Real.sinc 0) ^ 2 / (2 * (3 - 4 * sin 0 ^ 2)) = π ^ 2 / 24 := by
    rw [Real.sinc_zero, Real.sin_zero]; ring
  rw [← e]
  refine (hF.tendsto.comp hx).congr' ?_
  filter_upwards [eventually_gt_atTop 0] with N hN
  have hN' : (0 : ℝ) < N := Nat.cast_pos.2 hN
  have hx0 : π / (2 * (N : ℝ)) ≠ 0 := by positivity
  have hS : ∀ S : ℝ, π / 2 * (S / (π / (2 * (N : ℝ)))) = N * S := by
    intro S; field_simp
  simp only [Function.comp_apply]
  rw [gridMean_P2 hN.ne', Real.sinc_of_ne_zero hx0, hS]
  ring

/-- On a grid with at least one angle, the computed powder centre is the isotropic position
plus `δ` times the grid mean of `P2 (cos θ)`. -/
theorem grid_centre {N : ℕ} (hN : N ≠ 0) (ν δ : ℝ) :
    gridMean N (axialFreq ν δ) = ν + δ * gridMean N (fun θ => legendreP2 (cos θ)) := by
  have hA : ∑ j ∈ range N, sin (gridAngle N j) ≠ 0 :=
    right_ne_zero_of_mul_eq_one (weight_sum hN)
  have h : ∑ j ∈ range N, sin (gridAngle N j) *
        (ν + δ * legendreP2 (cos (gridAngle N j))) =
      ν * ∑ j ∈ range N, sin (gridAngle N j) +
        δ * ∑ j ∈ range N, sin (gridAngle N j) * legendreP2 (cos (gridAngle N j)) := by
    rw [mul_sum, mul_sum, ← sum_add_distrib]
    exact sum_congr rfl fun j _ => by ring
  simp only [gridMean, axialFreq]
  rw [h, add_div, mul_div_assoc, mul_div_assoc, div_self hA, mul_one]

/-- For nonzero anisotropy of either sign and two or more grid angles, the computed powder
centre lies closer to the parallel edge (`θ = 0`) than the isotropic position does. -/
theorem centre_towards_parallel_edge {N : ℕ} (hN : 2 ≤ N) (ν : ℝ) {δ : ℝ} (hδ : δ ≠ 0) :
    |axialFreq ν δ 0 - gridMean N (axialFreq ν δ)| < |axialFreq ν δ 0 - ν| := by
  obtain ⟨hb, hb'⟩ := bias_pos hN
  have e : axialFreq ν δ 0 = ν + δ := by norm_num [axialFreq, legendreP2]
  rw [e, grid_centre (by omega)]
  generalize gridMean N (fun θ => legendreP2 (cos θ)) = b at *
  have h1 : ν + δ - (ν + δ * b) = δ * (1 - b) := by ring
  have h2 : ν + δ - ν = δ := by ring
  have h3 : 0 < 1 - b := by linarith
  rw [h1, h2, abs_mul, abs_of_pos h3]
  nlinarith [mul_pos (abs_pos.2 hδ) hb]

end

end PowderThetaGrid
```

```lean
#print axioms PowderThetaGrid.exact_centre
#print axioms PowderThetaGrid.bias_order
#print axioms PowderThetaGrid.centre_towards_parallel_edge
```

```
'PowderThetaGrid.exact_centre' depends on axioms: [propext, Classical.choice, Quot.sound]
'PowderThetaGrid.bias_order' depends on axioms: [propext, Classical.choice, Quot.sound]
'PowderThetaGrid.centre_towards_parallel_edge' depends on axioms: [propext, Classical.choice, Quot.sound]
```

## From the telescoping sum to the closed form

`exact_centre` supplies the antiderivative given above, checks its derivative, and applies the fundamental theorem of calculus.

`midpoint_sine_sum` proves the telescoping identity by induction on the number of terms. In the induction step, `h1` and `h2` write $\cos(kx)$ and $\cos((k+1)x)$ as cosines of the midpoint angle minus and plus $x/2$. The addition formulas then produce the new sine term.

`odd_harmonic_sum` writes the odd number as $2m+1$ and takes the spacing $(2m+1)\pi/N$. Equation `e1` turns the final angle into $m\cdot2\pi+\pi$, whose cosine is $-1$. `weight_sum` is the case $m=0$, the relation $sA=1$.

In `gridMean_P2`, the case $m=1$ provides the third harmonic, and `num` is the decomposition of $\sin\theta\,P_2(\cos\theta)$ summed over the grid. The `generalize` steps then replace the two sums and the sine by the letters `A`, `B` and `s`, so that only algebra remains. The facts `hs`, `hA` and `hD` establish that the relevant factors are nonzero, each from a product equal to 1. Cancelling $s$ gives `hB`, which is $(3-4s^2)B=A$, and cross-multiplication finishes the proof.

## Sign, limit and displacement

`bias_pos` obtains $s^2\le\tfrac12$ from $\cos(2x)\ge0$ at $x=\pi/(2N)\le\pi/4$. The positive denominator gives the sign, and clearing it reduces the upper bound to a linear inequality in $s^2$.

`bias_order` uses the function $\operatorname{sinc}x=\sin x/x$, with $\operatorname{sinc}0=1$. At $x=\pi/(2N)$ one has $Ns=\tfrac\pi2\operatorname{sinc}x$, so $N^2b_N$ is the value at $x$ of a function continuous at zero. The limit is that function's value at zero, computed in `e`. The two expressions are matched for $N>0$, which is enough for a limit at infinity.

`grid_centre` splits the weighted sum into its $\nu$ and $\delta$ parts and divides by the total weight, which `weight_sum` shows to be nonzero. Finally, `centre_towards_parallel_edge` rewrites the two distances as $|\delta|(1-b)$ and $|\delta|$, where $b$ is the grid mean of $P_2(\cos\theta)$. The strict inequality follows from $|\delta|\,b>0$, the product passed to `nlinarith`.
